# Spin-summed excitations between different spatial orbitals cube to zero

For electrons in orthonormal spatial orbitals, let \(E_{pq}\) move one electron from orbital \(q\) to orbital \(p\), summed over spin. Then

\[
E_{pq}^3=0\quad(p\neq q),\qquad E_{pp}(E_{pp}-1)(E_{pp}-2)=0 .
\]

Three successive transfers from the same orbital \(q\) to the same other orbital \(p\) therefore always give zero, and the occupation of a spatial orbital can only have the eigenvalues 0, 1 and 2.

## Electrons, spins and anticommutators

Let \(c_{p\sigma}\) create and \(a_{p\sigma}\) annihilate an electron in spatial orbital \(p\) with spin \(\sigma\in\{\uparrow,\downarrow\}\). Writing \(x,y\) for pairs (orbital, spin), the canonical anticommutation relations are

\[
c_xc_y+c_yc_x=0,\qquad a_xa_y+a_ya_x=0,\qquad a_xc_y+c_ya_x=\delta_{xy}.
\]

They express fermionic antisymmetry, and the \(\delta_{xy}\) expresses orthonormality of the spin orbitals. The excitation operator is \(E_{pq}=u+d\), with \(u=c_{p\uparrow}a_{q\uparrow}\) and \(d=c_{p\downarrow}a_{q\downarrow}\).

Spin-adapted coupled cluster theory uses exponentials of excitation operators. There the cubic identity means that for a single pair \(p\neq q\) of orthonormal orbitals the exponential \(e^{tE_{pq}}\) stops at the term in \(t^2\).

## What the theorems say

- `CAR c a` collects the three relations for maps `c` and `a` from modes into a ring `A`. A mode is an element of `ι × Bool`: a spatial orbital and a spin, with `true` for up. The set `ι` may be infinite.
- `A` is an algebra over \(\mathbb C\). This allows division by two, so the Pauli principle is derived.
- `E c a p q` is \(E_{pq}\), and `E_cubic` states both identities of the opening.
- `E_sq` gives \(E_{pq}^2=2ud\) for \(p\neq q\), and `E_sq_ne_zero` says that this is nonzero whenever \(1\neq0\) in `A`.
- `occupation_eigenvalue` takes operators on a complex vector space and restricts the eigenvalues of \(E_{pp}\) to 0, 1 and 2.
- `CAR_witness` supplies operators that satisfy the relations, for any set of modes.

The annihilator is not assumed to be the adjoint of the creator, and no inner product appears. Non-orthogonal orbitals, whose overlaps would replace \(\delta_{xy}\), are not covered.

## From anticommutators to the cubic identities

**Pauli principle.** Setting \(y=x\) gives \(2c_x^2=0\) and \(2a_x^2=0\), so \(c_x^2=a_x^2=0\). Among three creators in one spatial orbital two spins coincide. If the equal ones are adjacent, the product is zero; otherwise \(c_xc_yc_x=-c_xc_xc_y=0\).

**The two spins commute.** Different spins anticommute throughout, so

\[
ud=-c_{p\uparrow}c_{p\downarrow}a_{q\uparrow}a_{q\downarrow}
=-c_{p\downarrow}c_{p\uparrow}a_{q\downarrow}a_{q\uparrow}=du .
\]

**Different orbitals.** For \(p\neq q\),
\(u^2=c_{p\uparrow}a_{q\uparrow}c_{p\uparrow}a_{q\uparrow}=-c_{p\uparrow}^2a_{q\uparrow}^2=0\), and likewise \(d^2=0\). Hence

\[
E_{pq}^2=u^2+ud+du+d^2=2ud,\qquad
E_{pq}^3=2ud(u+d)=2u^2d+2ud^2=0 .
\]

**The same orbital.** For \(p=q\),
\(u^2=c_{p\uparrow}(1-c_{p\uparrow}a_{p\uparrow})a_{p\uparrow}=u\), and likewise \(d^2=d\). Then

\[
E_{pp}(E_{pp}-1)=u+d+2ud-(u+d)=2ud,
\]
\[
2ud(u+d-2)=2(ud+ud-2ud)=0 .
\]

If \(E_{pp}v=\mu v\) with \(v\neq0\), this gives \(\mu(\mu-1)(\mu-2)v=0\), so \(\mu\in\{0,1,2\}\).

**The square survives.** Suppose \(fg+gf=1\), \(fy=\pm yf\) and \(gy=0\). Then

\[
y=f(gy)+g(fy)=0\pm(gy)f=0 .
\]

If \(E_{pq}^2=0\) with \(p\neq q\), then \(c_{p\uparrow}a_{q\uparrow}c_{p\downarrow}a_{q\downarrow}=0\). Taking \(f=a_{p\uparrow}\), then \(c_{q\uparrow}\), then \(a_{p\downarrow}\) removes the leftmost factor each time, and leaves \(a_{q\downarrow}=0\). But then \(1=a_{q\downarrow}c_{q\downarrow}+c_{q\downarrow}a_{q\downarrow}=0\), a contradiction in a nontrivial algebra.

## Two electrons in two orbitals

Start with both electrons in orbital 2, \(\psi=c_{2\uparrow}c_{2\downarrow}|0\rangle\), where every annihilator gives zero on \(|0\rangle\). Then

\[
E_{12}\psi=c_{1\uparrow}c_{2\downarrow}|0\rangle+c_{2\uparrow}c_{1\downarrow}|0\rangle,
\]
\[
E_{12}^2\psi=2\,c_{1\uparrow}c_{1\downarrow}|0\rangle,\qquad E_{12}^3\psi=0 .
\]

With normalised determinants, \(E_{12}\psi\) is \(\sqrt2\) times the normalised open-shell singlet, and the second step contributes another \(\sqrt2\). The three nonzero states have \(E_{11}=0,1,2\) in turn.

## The Lean file

```lean
import Mathlib

open Finset

namespace SpinFreeNilpotency

noncomputable section

/-- The canonical anticommutation relations for creators `c` and annihilators `a`
labelled by a set of modes. -/
structure CAR {X A : Type*} [DecidableEq X] [Ring A] (c a : X → A) : Prop where
  cc : ∀ x y, c x * c y + c y * c x = 0
  aa : ∀ x y, a x * a y + a y * a x = 0
  ac : ∀ x y, a x * c y + c y * a x = if x = y then 1 else 0

/-- The spin-summed excitation operator `E(p,q)` from spatial orbital `q` to `p`;
`true` is spin up and `false` is spin down. -/
def E {ι A : Type*} [Ring A] (c a : ι × Bool → A) (p q : ι) : A :=
  ∑ s : Bool, c (p, s) * a (q, s)

/-- Pauli principle: creating or annihilating twice in the same mode gives zero. -/
theorem pauli {X A : Type*} [DecidableEq X] [Ring A] [Algebra ℂ A] {c a : X → A}
    (h : CAR c a) (x : X) : c x * c x = 0 ∧ a x * a x = 0 := by
  have half : ∀ y : A, y + y = 0 → y = 0 := fun y hy => by
    calc y = (1 / 2 : ℂ) • (y + y) := by module
      _ = 0 := by rw [hy, smul_zero]
  exact ⟨half _ (h.cc x x), half _ (h.aa x x)⟩

/-- Single-mode excitations `x' → x` and `y' → y` commute when neither one
annihilates the mode that the other creates. -/
theorem excitation_commute {X A : Type*} [DecidableEq X] [Ring A] {c a : X → A}
    (h : CAR c a) {x x' y y' : X} (h₁ : x' ≠ y) (h₂ : y' ≠ x) :
    (c x * a x') * (c y * a y') = (c y * a y') * (c x * a x') := by
  have k₁ := (h.ac x' y).trans (if_neg h₁)
  have k₂ := (h.ac y' x).trans (if_neg h₂)
  have k₃ := h.cc x y
  have k₄ := h.aa x' y'
  linear_combination (norm := noncomm_ring)
    c x * k₁ * a y' - c y * k₂ * a x' - k₃ * a x' * a y' + c y * c x * k₄

variable {ι A : Type*} [DecidableEq ι] [Ring A] [Algebra ℂ A] {c a : ι × Bool → A}

/-- Any product of three creators in one spatial orbital vanishes, whatever the spins. -/
theorem triple_creation (h : CAR c a) (p : ι) (s t u : Bool) :
    c (p, s) * c (p, t) * c (p, u) = 0 := by
  have h₁ := (pauli h (p, true)).1
  have h₂ := (pauli h (p, false)).1
  have h₃ := h.cc (p, true) (p, false)
  -- two of the three spins must coincide
  cases s <;> cases t <;> cases u <;>
    first
    | rw [h₁, zero_mul]
    | rw [h₂, zero_mul]
    | rw [mul_assoc, h₁, mul_zero]
    | rw [mul_assoc, h₂, mul_zero]
    | (linear_combination (norm := noncomm_ring) c (p, true) * h₃ - h₁ * c (p, false)
       done)
    | linear_combination (norm := noncomm_ring) c (p, false) * h₃ - h₂ * c (p, true)

/-- A single-spin excitation between different spatial orbitals squares to zero. -/
theorem excitation_sq (h : CAR c a) {p q : ι} (hpq : p ≠ q) (s : Bool) :
    (c (p, s) * a (q, s)) * (c (p, s) * a (q, s)) = 0 := by
  have k := (h.ac (q, s) (p, s)).trans (if_neg (by simp [hpq.symm]))
  have k' := (pauli h (q, s)).2
  linear_combination (norm := noncomm_ring)
    c (p, s) * k * a (q, s) - c (p, s) * c (p, s) * k'

/-- For `p ≠ q`, the square of `E(p,q)` is twice the transfer of one spin-up and one
spin-down electron from `q` to `p`. -/
theorem E_sq (h : CAR c a) {p q : ι} (hpq : p ≠ q) :
    E c a p q ^ 2 =
      (2 : ℂ) • ((c (p, true) * a (q, true)) * (c (p, false) * a (q, false))) := by
  have hu := excitation_sq h hpq true
  have hd := excitation_sq h hpq false
  have hc := excitation_commute h (x := (p, true)) (x' := (q, true))
    (y := (p, false)) (y' := (q, false)) (by simp) (by simp)
  rw [E, Fintype.sum_bool, two_smul, pow_two]
  generalize c (p, true) * a (q, true) = u at *
  generalize c (p, false) * a (q, false) = d at *
  linear_combination (norm := noncomm_ring) hu + hd - hc

/-- Main theorem: `E(p,q)³ = 0` for `p ≠ q`, and `E(p,p)` satisfies
`E(p,p) (E(p,p) - 1) (E(p,p) - 2) = 0`. -/
theorem E_cubic (h : CAR c a) (p : ι) :
    (∀ q, p ≠ q → E c a p q ^ 3 = 0) ∧
      E c a p p * (E c a p p - 1) * (E c a p p - 2) = 0 := by
  constructor
  · intro q hpq
    have hu := excitation_sq h hpq true
    have hd := excitation_sq h hpq false
    have hc := excitation_commute h (x := (p, true)) (x' := (q, true))
      (y := (p, false)) (y' := (q, false)) (by simp) (by simp)
    rw [pow_succ, E_sq h hpq, E, Fintype.sum_bool, smul_mul_assoc]
    generalize c (p, true) * a (q, true) = u at *
    generalize c (p, false) * a (q, false) = d at *
    -- a third transfer repeats one of the two spins
    have k : u * d * (u + d) = 0 := by
      linear_combination (norm := noncomm_ring) hu * d - u * hc + u * hd
    rw [k, smul_zero]
  · -- the occupation of each spin orbital is idempotent
    have idem : ∀ s : Bool,
        (c (p, s) * a (p, s)) * (c (p, s) * a (p, s)) = c (p, s) * a (p, s) := by
      intro s
      have k := (h.ac (p, s) (p, s)).trans (if_pos rfl)
      have k' := (pauli h (p, s)).2
      linear_combination (norm := noncomm_ring)
        c (p, s) * k * a (p, s) - c (p, s) * c (p, s) * k'
    have hu := idem true
    have hd := idem false
    have hc := excitation_commute h (x := (p, true)) (x' := (p, true))
      (y := (p, false)) (y' := (p, false)) (by simp) (by simp)
    rw [E, Fintype.sum_bool]
    clear idem
    generalize c (p, true) * a (p, true) = u at *
    generalize c (p, false) * a (p, false) = d at *
    have k₁ : (u + d) * (u + d - 1) = u * d + u * d := by
      linear_combination (norm := noncomm_ring) hu + hd - hc
    have k₂ : u * d * (u + d - 2) = 0 := by
      linear_combination (norm := noncomm_ring) hu * d - u * hc + u * hd
    rw [k₁, add_mul, k₂, add_zero]

/-- Sharpness: in a nontrivial algebra `E(p,q)²` is not zero for `p ≠ q`. -/
theorem E_sq_ne_zero [Nontrivial A] (h : CAR c a) {p q : ι} (hpq : p ≠ q) :
    E c a p q ^ 2 ≠ 0 := by
  intro h0
  rw [E_sq h hpq] at h0
  have hX : (c (p, true) * a (q, true)) * (c (p, false) * a (q, false)) = 0 := by
    have k := congrArg (fun y : A => (1 / 2 : ℂ) • y) h0
    simpa [smul_smul] using k
  -- a factor `g` can be stripped off with its conjugate partner `f`
  have peel : ∀ f g y : A, f * g + g * f = 1 →
      (f * y = y * f ∨ f * y = -(y * f)) → g * y = 0 → y = 0 := by
    intro f g y h1 hy hg
    have e : y = f * (g * y) + g * (f * y) := by
      linear_combination (norm := noncomm_ring) -(h1 * y)
    have e' : g * (f * y) = 0 := by
      rcases hy with hy | hy
      · rw [hy, ← mul_assoc, hg, zero_mul]
      · rw [hy, mul_neg, ← mul_assoc, hg, zero_mul, neg_zero]
    rw [e, hg, e', mul_zero, add_zero]
  have one : ∀ x, a x * c x + c x * a x = 1 := fun x => (h.ac x x).trans (if_pos rfl)
  have h1 : a (q, true) * (c (p, false) * a (q, false)) = 0 := by
    refine peel (a (p, true)) (c (p, true)) _ (one _) (Or.inr ?_)
      (by rw [← mul_assoc]; exact hX)
    have k₁ := h.aa (p, true) (q, true)
    have k₂ := (h.ac (p, true) (p, false)).trans (if_neg (by simp))
    have k₃ := h.aa (p, true) (q, false)
    linear_combination (norm := noncomm_ring) k₁ * c (p, false) * a (q, false)
      - a (q, true) * k₂ * a (q, false) + a (q, true) * c (p, false) * k₃
  have h2 : c (p, false) * a (q, false) = 0 := by
    refine peel (c (q, true)) (a (q, true)) _ ((add_comm _ _).trans (one _))
      (Or.inl ?_) h1
    have k₁ := h.cc (q, true) (p, false)
    have k₂ := (h.ac (q, false) (q, true)).trans (if_neg (by simp))
    linear_combination (norm := noncomm_ring) k₁ * a (q, false) - c (p, false) * k₂
  have h3 : a (q, false) = 0 :=
    peel (a (p, false)) (c (p, false)) _ (one _)
      (Or.inr (eq_neg_of_add_eq_zero_left (h.aa _ _))) h2
  have h4 := one (q, false)
  rw [h3, zero_mul, mul_zero, add_zero] at h4
  exact zero_ne_one h4

/-- For operators on a state space, every eigenvalue of `E(p,p)` is 0, 1 or 2. -/
theorem occupation_eigenvalue {V : Type*} [AddCommGroup V] [Module ℂ V]
    {c a : ι × Bool → Module.End ℂ V} (h : CAR c a) (p : ι) {v : V} (hv : v ≠ 0)
    {μ : ℂ} (hμ : E c a p p v = μ • v) : μ = 0 ∨ μ = 1 ∨ μ = 2 := by
  have k := LinearMap.congr_fun (E_cubic h p).2 v
  have two : (2 : Module.End ℂ V) v = (2 : ℂ) • v := by
    rw [(one_add_one_eq_two (R := Module.End ℂ V)).symm, LinearMap.add_apply,
      Module.End.one_apply, two_smul]
  have e₂ : (E c a p p - 2) v = (μ - 2) • v := by
    rw [LinearMap.sub_apply, hμ, two, sub_smul]
  have e₁ : (E c a p p - 1) v = (μ - 1) • v := by
    rw [LinearMap.sub_apply, hμ, Module.End.one_apply, sub_smul, one_smul]
  rw [Module.End.mul_apply, Module.End.mul_apply, e₂, map_smul, e₁, map_smul, map_smul,
    hμ, LinearMap.zero_apply, smul_smul, smul_smul] at k
  rcases smul_eq_zero.mp k with k | k
  · rcases mul_eq_zero.mp k with k | k
    · rcases mul_eq_zero.mp k with k | k
      · exact Or.inr (Or.inr (sub_eq_zero.mp k))
      · exact Or.inr (Or.inl (sub_eq_zero.mp k))
    · exact Or.inl k
  · exact absurd k hv

/-- The exterior algebra over all complex functions on the modes; for finitely many modes this is
the fermionic Fock space. -/
abbrev Fock (X : Type*) := ExteriorAlgebra ℂ (X → ℂ)

/-- Creation in mode `x`: left multiplication by the mode vector. -/
def create {X : Type*} [DecidableEq X] (x : X) : Module.End ℂ (Fock X) :=
  LinearMap.mulLeft ℂ (ExteriorAlgebra.ι ℂ (Pi.single x (1 : ℂ) : X → ℂ))

/-- Annihilation in mode `x`: contraction with the coordinate of that mode. -/
def annihilate {X : Type*} (x : X) : Module.End ℂ (Fock X) :=
  CliffordAlgebra.contractLeft (Q := (0 : QuadraticForm ℂ (X → ℂ)))
    (LinearMap.proj (R := ℂ) (φ := fun _ : X => ℂ) x)

/-- Creation and annihilation on `Fock X` satisfy the anticommutation relations, and the operator
algebra is nontrivial. -/
theorem CAR_witness (X : Type*) [DecidableEq X] :
    CAR (create (X := X)) annihilate ∧ Nontrivial (Module.End ℂ (Fock X)) := by
  refine ⟨⟨fun x y => ?_, fun x y => ?_, fun x y => ?_⟩, inferInstance⟩
  · refine LinearMap.ext fun ψ => ?_
    simp only [LinearMap.add_apply, Module.End.mul_apply, create,
      LinearMap.mulLeft_apply, LinearMap.zero_apply]
    rw [← mul_assoc, ← mul_assoc, ← add_mul, ExteriorAlgebra.ι_add_mul_swap, zero_mul]
  · refine LinearMap.ext fun ψ => ?_
    have k : annihilate x (annihilate y ψ) = -(annihilate y (annihilate x ψ)) := by
      apply CliffordAlgebra.contractLeft_comm
    rw [LinearMap.add_apply, Module.End.mul_apply, Module.End.mul_apply, k,
      neg_add_cancel, LinearMap.zero_apply]
  · refine LinearMap.ext fun ψ => ?_
    have k : annihilate x (create y ψ) =
        (Pi.single y (1 : ℂ) : X → ℂ) x • ψ - create y (annihilate x ψ) := by
      apply CliffordAlgebra.contractLeft_ι_mul
    rw [LinearMap.add_apply, Module.End.mul_apply, Module.End.mul_apply, k,
      sub_add_cancel, Pi.single_apply]
    split_ifs <;> simp

end

end SpinFreeNilpotency
```

```lean
#print axioms SpinFreeNilpotency.excitation_sq
#print axioms SpinFreeNilpotency.E_cubic
#print axioms SpinFreeNilpotency.E_sq_ne_zero
#print axioms SpinFreeNilpotency.occupation_eigenvalue
```

```
'SpinFreeNilpotency.excitation_sq' depends on axioms: [propext, Classical.choice, Quot.sound]
'SpinFreeNilpotency.E_cubic' depends on axioms: [propext, Classical.choice, Quot.sound]
'SpinFreeNilpotency.E_sq_ne_zero' depends on axioms: [propext, Classical.choice, Quot.sound]
'SpinFreeNilpotency.occupation_eigenvalue' depends on axioms: [propext, Classical.choice, Quot.sound]
```

## How the proof follows the algebra

Most steps use `linear_combination (norm := noncomm_ring)`. One names the known equations, each multiplied on the left and right by suitable factors, and Lean checks that their combination accounts for the goal without ever commuting two operators. In `excitation_commute`, the terms with `k₁` and `k₂` move an annihilator past a creator, while `k₃` and `k₄` swap the two creators and the two annihilators.

`pauli` does the halving. `triple_creation` runs through the eight spin patterns; it stands beside the main theorem and is not used in it. `excitation_sq` proves \(u^2=d^2=0\), and `E_sq` combines this with \(ud=du\).

In `E_cubic`, `generalize` replaces the two operator products by the letters `u` and `d`, after which only the short algebra above remains. The first half shows \(ud(u+d)=0\). The second proves idempotency as `idem`, then the two displayed products as `k₁` and `k₂`.

In `E_sq_ne_zero`, the lemma `peel` is the stripping argument, and `h1`, `h2` and `h3` are its three applications. `occupation_eigenvalue` applies the cubic identity to `v` and reads off the vanishing factor.

For the witness, `Fock X` is the exterior algebra over all complex functions on the modes. For finitely many modes this is the usual fermionic Fock space; for infinitely many it also contains functions that are not square-summable, so it is then only an algebraic model of the relations. Creation multiplies by a mode vector from the left, and annihilation contracts with that mode's coordinate. The mixed relation is the contraction rule \(a_x(c_y\psi)=\delta_{xy}\psi-c_y(a_x\psi)\); the other two follow from the antisymmetry of products and of contractions.
